# A two-qubit measurement that excludes each of four product states

Suppose a classical sampler gives each qubit a hidden state from a finite set, by the same rule for both qubits, and some hidden state can occur for both of the preparations $e_0$ and $+=(e_0+e_1)/\sqrt2$. If two qubits are drawn independently and the sampler imitates the joint measurement below, then on at least one of the four product preparations it sometimes returns an outcome whose quantum probability is zero. No detector response that depends only on the two hidden states repairs this.

## The basis and the overlap bound

Write $e_{ab}=e_a\otimes e_b$. The measurement vectors are

$$b_{00}=\tfrac{1}{\sqrt2}(e_{01}+e_{10}),\qquad b_{01}=\tfrac12(e_{00}-e_{01}+e_{10}+e_{11}),$$
$$b_{10}=\tfrac12(e_{00}+e_{01}-e_{10}+e_{11}),\qquad b_{11}=\tfrac{1}{\sqrt2}(e_{00}-e_{11}).$$

They form an orthonormal basis. With label 0 for $e_0$ and 1 for $+$, $b_k$ is orthogonal to preparation $k$.

For a hidden-state model, let $\mu_0(l),\mu_1(l)\ge0$ be the distributions for the two preparations, and $r_k(l,m)\ge0$ the response probabilities, with $\sum_k r_k(l,m)=1$. Here $l$ and $m$ are the hidden states of the first and second qubit, drawn independently, so outcome $k$ has probability $P(k|x)=\sum_{l,m}\mu_{x_1}(l)\mu_{x_2}(m)r_k(l,m)$ on preparation $x$. Then

$$\Big(\sum_l\min(\mu_0(l),\mu_1(l))\Big)^2\le\sum_k P(k|k).$$

## Zeros and labels in a simulator

A two-qubit simulator that implements this measurement relies on orthonormality for its outcome weights to sum to the squared norm. Exclusion supplies four exact zeros to compare against.

Those zeros catch an error that orthonormality misses. If $b_{01}$ and $b_{10}$ are swapped, the basis is still orthonormal, but outcome 01 then has probability $1/2$ on $e_0\otimes+$ instead of zero.

## Derivation from four amplitudes

For any vector $\psi$, the amplitudes $a_k=\langle b_k,\psi\rangle$ are

$$a_{00}=\tfrac{\psi_{01}+\psi_{10}}{\sqrt2},\quad a_{11}=\tfrac{\psi_{00}-\psi_{11}}{\sqrt2},$$
$$a_{01}=\tfrac{\psi_{00}-\psi_{01}+\psi_{10}+\psi_{11}}2,\quad a_{10}=\tfrac{\psi_{00}+\psi_{01}-\psi_{10}+\psi_{11}}2.$$

**Orthonormality.** Inserting $\psi=b_j$ gives 1 for $k=j$ and 0 otherwise.

**Completeness.** The 00 component of $\sum_k a_kb_k$ is $\frac12(a_{01}+a_{10})+\frac1{\sqrt2}a_{11}=\frac12(\psi_{00}+\psi_{11})+\frac12(\psi_{00}-\psi_{11})=\psi_{00}$, and the 11 component, with the last sign reversed, is $\psi_{11}$. The 01 and 10 components are $\frac12(\psi_{01}+\psi_{10})\pm\frac12(\psi_{01}-\psi_{10})$.

**Exclusion.** The preparations are $e_{00}$, $(e_{00}+e_{01})/\sqrt2$, $(e_{00}+e_{10})/\sqrt2$ and $\frac12(e_{00}+e_{01}+e_{10}+e_{11})$. In each, the terms of the matching amplitude vanish or cancel.

**Weights.** Pairing the squared moduli gives
$$\sum_k|a_k|^2=\tfrac12\big(|\psi_{01}+\psi_{10}|^2+|\psi_{01}-\psi_{10}|^2+|\psi_{00}-\psi_{11}|^2+|\psi_{00}+\psi_{11}|^2\big)=\|\psi\|^2.$$

**One qubit.** If $v\perp e_0$, $w\perp+$ and $v\perp w$, then $v_0=0$, $w_0=-w_1$ and $\bar v_1w_1=0$, so $v$ or $w$ vanishes.

**Overlap.** Put $s_l=\min(\mu_0(l),\mu_1(l))$. Since the responses sum to one and $s_l\le\mu_a(l)$ for both $a$,

$$\Big(\sum_l s_l\Big)^2=\sum_k\sum_{l,m}s_ls_m r_k(l,m)\le\sum_k\sum_{l,m}\mu_{k_1}(l)\mu_{k_2}(m)r_k(l,m)=\sum_kP(k|k).$$

If the model reproduces the Born weights, the right side is zero. Every $s_l$ then vanishes, so no hidden state occurs in both distributions.

## The Lean file

```lean
import Mathlib

open Matrix

namespace PBRStateExclusion

noncomputable section

/-- The amplitude `1/√2`. -/
def rt : ℂ := (((√2)⁻¹ : ℝ) : ℂ)

/-- The two single-qubit preparations: `e0` (label 0) and `plus = (e0 + e1)/√2` (label 1). -/
def qubit : Fin 2 → Fin 2 → ℂ := ![![1, 0], ![rt, rt]]

/-- The product state of two independently prepared qubits with labels `x.1` and `x.2`. -/
def prep (x p : Fin 2 × Fin 2) : ℂ := qubit x.1 p.1 * qubit x.2 p.2

/-- The four entangled vectors of the Pusey-Barrett-Rudolph measurement, labelled by pairs
of bits. -/
def pbr (k p : Fin 2 × Fin 2) : ℂ :=
  (![![![![0, rt], ![rt, 0]], ![![1/2, -1/2], ![1/2, 1/2]]],
     ![![![1/2, 1/2], ![-1/2, 1/2]], ![![rt, 0], ![0, -rt]]]] :
    Fin 2 → Fin 2 → Fin 2 → Fin 2 → ℂ) k.1 k.2 p.1 p.2

/-- The amplitude of outcome `k` in the two-qubit vector `ψ`. -/
def amplitude (k : Fin 2 × Fin 2) (ψ : Fin 2 × Fin 2 → ℂ) : ℂ := star (pbr k) ⬝ᵥ ψ

/-- The Born weight of outcome `k` in the two-qubit vector `ψ`. -/
def born (k : Fin 2 × Fin 2) (ψ : Fin 2 × Fin 2 → ℂ) : ℝ := Complex.normSq (amplitude k ψ)

lemma rt_sq : rt * rt = 1 / 2 := by
  rw [rt, ← Complex.ofReal_mul, ← mul_inv, Real.mul_self_sqrt (by norm_num)]
  norm_num

lemma conj_rt : starRingEnd ℂ rt = rt := Complex.conj_ofReal _

lemma conj_two : starRingEnd ℂ 2 = 2 := map_ofNat (starRingEnd ℂ) 2

lemma normSq_rt : Complex.normSq rt = 1 / 2 := by
  rw [rt, Complex.normSq_ofReal, ← mul_inv, Real.mul_self_sqrt (by norm_num)]
  norm_num

/-- The four outcome amplitudes of an arbitrary two-qubit vector in terms of its components. -/
theorem amplitudes (ψ : Fin 2 × Fin 2 → ℂ) :
    amplitude (0, 0) ψ = rt * (ψ (0, 1) + ψ (1, 0)) ∧
    amplitude (0, 1) ψ = (ψ (0, 0) - ψ (0, 1) + ψ (1, 0) + ψ (1, 1)) / 2 ∧
    amplitude (1, 0) ψ = (ψ (0, 0) + ψ (0, 1) - ψ (1, 0) + ψ (1, 1)) / 2 ∧
    amplitude (1, 1) ψ = rt * (ψ (0, 0) - ψ (1, 1)) := by
  refine ⟨?_, ?_, ?_, ?_⟩ <;>
    simp [amplitude, pbr, dotProduct, Fintype.sum_prod_type, Fin.sum_univ_two, conj_rt,
      conj_two] <;>
    ring

/-- The Pusey-Barrett-Rudolph vectors are orthonormal, every two-qubit vector expands in them,
and the `k`-th one is orthogonal to the `k`-th product preparation. -/
theorem pbr_measurement :
    (∀ j k, star (pbr j) ⬝ᵥ pbr k = if j = k then 1 else 0) ∧
    (∀ (ψ : Fin 2 × Fin 2 → ℂ) p, ∑ k, (star (pbr k) ⬝ᵥ ψ) * pbr k p = ψ p) ∧
    (∀ k, star (pbr k) ⬝ᵥ prep k = 0) := by
  have h1 := fun ψ => (amplitudes ψ).1
  have h2 := fun ψ => (amplitudes ψ).2.1
  have h3 := fun ψ => (amplitudes ψ).2.2.1
  have h4 := fun ψ => (amplitudes ψ).2.2.2
  refine ⟨?_, ?_, ?_⟩
  · -- orthonormality, entry by entry
    change ∀ j k, amplitude j (pbr k) = if j = k then 1 else 0
    simp only [Prod.forall, Fin.forall_fin_two, h1, h2, h3, h4]
    constructorm* _ ∧ _ <;> norm_num [pbr] <;>
      first
        | ring1
        | linear_combination 2 * rt_sq
  · -- completeness, component by component
    intro ψ
    change ∀ p, ∑ k, amplitude k ψ * pbr k p = ψ p
    simp only [Prod.forall, Fin.forall_fin_two, Fintype.sum_prod_type, Fin.sum_univ_two,
      h1, h2, h3, h4, pbr, Matrix.cons_val_zero, Matrix.cons_val_one, Matrix.cons_val_fin_one]
    refine ⟨⟨?_, ?_⟩, ?_, ?_⟩
    · linear_combination (ψ (0, 0) - ψ (1, 1)) * rt_sq
    · linear_combination (ψ (0, 1) + ψ (1, 0)) * rt_sq
    · linear_combination (ψ (0, 1) + ψ (1, 0)) * rt_sq
    · linear_combination (ψ (1, 1) - ψ (0, 0)) * rt_sq
  · -- exclusion
    change ∀ k, amplitude k (prep k) = 0
    simp only [Prod.forall, Fin.forall_fin_two, h1, h2, h3, h4]
    constructorm* _ ∧ _ <;> norm_num [prep, qubit]

/-- The Born weights of the four outcomes add up to the squared norm of the vector. -/
theorem born_sum (ψ : Fin 2 × Fin 2 → ℂ) :
    ∑ k, born k ψ = ∑ p, Complex.normSq (ψ p) := by
  obtain ⟨h1, h2, h3, h4⟩ := amplitudes ψ
  apply Complex.ofReal_injective
  simp only [born, Fintype.sum_prod_type, Fin.sum_univ_two, h1, h2, h3, h4,
    Complex.ofReal_add, ← Complex.mul_conj]
  simp only [map_mul, map_add, map_sub, map_div₀, conj_rt, conj_two]
  linear_combination
    ((ψ (0, 1) + ψ (1, 0)) * (starRingEnd ℂ (ψ (0, 1)) + starRingEnd ℂ (ψ (1, 0))) +
     (ψ (0, 0) - ψ (1, 1)) * (starRingEnd ℂ (ψ (0, 0)) - starRingEnd ℂ (ψ (1, 1)))) * rt_sq

/-- On a single qubit, if `v` is orthogonal to `e0`, `w` is orthogonal to `plus`, and `v` and `w`
are orthogonal to each other, then one of them vanishes. -/
theorem no_single_qubit_exclusion (v w : Fin 2 → ℂ) (hv : star v ⬝ᵥ qubit 0 = 0)
    (hw : star w ⬝ᵥ qubit 1 = 0) (hvw : star v ⬝ᵥ w = 0) : v = 0 ∨ w = 0 := by
  simp only [dotProduct, Fin.sum_univ_two, Pi.star_apply, qubit, Matrix.cons_val_zero,
    Matrix.cons_val_one, Matrix.cons_val_fin_one] at hv hw hvw
  have v0 : star (v 0) = 0 := by linear_combination hv
  have w01 : star (w 0) + star (w 1) = 0 := by
    linear_combination 2 * rt * hw - 2 * (star (w 0) + star (w 1)) * rt_sq
  have h : star (v 1) * w 1 = 0 := by linear_combination hvw - w 0 * v0
  rcases mul_eq_zero.mp h with h | h
  · left
    funext i
    fin_cases i
    · exact star_eq_zero.mp v0
    · exact star_eq_zero.mp h
  · right
    rw [h, star_zero, add_zero] at w01
    funext i
    fin_cases i
    · exact star_eq_zero.mp w01
    · exact h

variable {Λ : Type*} [Fintype Λ]

/-- The probability of outcome `k` in a hidden-state model: the two systems carry independent
hidden states drawn from `μ x.1` and `μ x.2`, and the device responds with `r`. -/
def predicted (μ : Fin 2 → Λ → ℝ) (r : Fin 2 × Fin 2 → Λ → Λ → ℝ)
    (k x : Fin 2 × Fin 2) : ℝ := ∑ l, ∑ m, μ x.1 l * μ x.2 m * r k l m

/-- The overlap of the two hidden-state distributions. -/
def overlap (μ : Fin 2 → Λ → ℝ) : ℝ := ∑ l, min (μ 0 l) (μ 1 l)

/-- The squared overlap of the two distributions is at most the sum of the probabilities
that outcome `k` occurs on preparation `k`. -/
theorem overlap_sq_le (μ : Fin 2 → Λ → ℝ) (r : Fin 2 × Fin 2 → Λ → Λ → ℝ)
    (hμ : ∀ a l, 0 ≤ μ a l) (hr : ∀ k l m, 0 ≤ r k l m)
    (hsum : ∀ l m, ∑ k, r k l m = 1) :
    overlap μ ^ 2 ≤ ∑ k, predicted μ r k k := by
  have hmin : ∀ a l, min (μ 0 l) (μ 1 l) ≤ μ a l := by
    intro a l
    fin_cases a
    · exact min_le_left _ _
    · exact min_le_right _ _
  have h0 : ∀ l, 0 ≤ min (μ 0 l) (μ 1 l) := fun l => le_min (hμ 0 l) (hμ 1 l)
  calc overlap μ ^ 2
      = ∑ l, ∑ m, min (μ 0 l) (μ 1 l) * min (μ 0 m) (μ 1 m) * ∑ k, r k l m := by
        simp only [overlap, sq, Finset.sum_mul_sum, hsum, mul_one]
    _ = ∑ k, ∑ l, ∑ m, min (μ 0 l) (μ 1 l) * min (μ 0 m) (μ 1 m) * r k l m := by
        refine Eq.trans ?_ Finset.sum_comm
        refine Finset.sum_congr rfl fun l _ => ?_
        simp only [Finset.mul_sum]
        exact Finset.sum_comm
    _ ≤ ∑ k, predicted μ r k k := by
        -- the common part lies below each of the four product distributions
        refine Finset.sum_le_sum fun k _ => Finset.sum_le_sum fun l _ =>
          Finset.sum_le_sum fun m _ => ?_
        exact mul_le_mul_of_nonneg_right
          (mul_le_mul (hmin _ _) (hmin _ _) (h0 _) (hμ _ _)) (hr _ _ _)

/-- Pusey-Barrett-Rudolph theorem for `e0` and `plus` with finitely many hidden states: if
independent preparations reproduce the Born weights, no hidden state occurs in both. -/
theorem pusey_barrett_rudolph (μ : Fin 2 → Λ → ℝ) (r : Fin 2 × Fin 2 → Λ → Λ → ℝ)
    (hμ : ∀ a l, 0 ≤ μ a l) (hr : ∀ k l m, 0 ≤ r k l m)
    (hsum : ∀ l m, ∑ k, r k l m = 1)
    (hborn : ∀ k x, predicted μ r k x = born k (prep x)) (l : Λ) :
    μ 0 l = 0 ∨ μ 1 l = 0 := by
  have h := overlap_sq_le μ r hμ hr hsum
  have hz : ∀ k, born k (prep k) = 0 := fun k => by
    rw [born, amplitude, pbr_measurement.2.2 k, map_zero]
  simp only [hborn, hz, Finset.sum_const_zero] at h
  have ho : overlap μ = 0 := by nlinarith [sq_nonneg (overlap μ)]
  have hl := (Finset.sum_eq_zero_iff_of_nonneg
    (fun i _ => le_min (hμ 0 i) (hμ 1 i))).mp ho l (Finset.mem_univ l)
  rcases min_choice (μ 0 l) (μ 1 l) with h' | h'
  · exact Or.inl (h'.symm.trans hl)
  · exact Or.inr (h'.symm.trans hl)

/-- The model whose hidden state is the preparation label, with Born weights as responses,
meets all the hypotheses of the Pusey-Barrett-Rudolph theorem. -/
theorem pusey_barrett_rudolph_witness :
    let μ : Fin 2 → Fin 2 → ℝ := fun a l => if a = l then 1 else 0
    let r : Fin 2 × Fin 2 → Fin 2 → Fin 2 → ℝ := fun k l m => born k (prep (l, m))
    (∀ a l, 0 ≤ μ a l) ∧ (∀ k l m, 0 ≤ r k l m) ∧ (∀ l m, ∑ k, r k l m = 1) ∧
      ∀ k x, predicted μ r k x = born k (prep x) := by
  intro μ r
  refine ⟨?_, fun k l m => Complex.normSq_nonneg _, ?_, ?_⟩
  · intro a l
    dsimp only [μ]
    split_ifs <;> norm_num
  · intro l m
    dsimp only [r]
    rw [born_sum]
    revert l m
    simp only [Fin.forall_fin_two, Fintype.sum_prod_type, Fin.sum_univ_two, prep,
      Complex.normSq_mul]
    constructorm* _ ∧ _ <;> norm_num [qubit, normSq_rt]
  · rintro k ⟨a, b⟩
    simp [predicted, μ, r]

end

end PBRStateExclusion
```

```lean
#print axioms PBRStateExclusion.no_single_qubit_exclusion
-- 'PBRStateExclusion.no_single_qubit_exclusion' depends on axioms: [propext, Classical.choice, Quot.sound]
#print axioms PBRStateExclusion.pusey_barrett_rudolph
-- 'PBRStateExclusion.pusey_barrett_rudolph' depends on axioms: [propext, Classical.choice, Quot.sound]
```

## How the code matches the algebra

A two-qubit vector is a function `Fin 2 × Fin 2 → ℂ`, `star v ⬝ᵥ w` is the inner product, and `prep x` is the product state with labels `x`. `pbr_measurement` states orthonormality, expansion and exclusion together; its proof substitutes the formulas of `amplitudes`. `born_sum` and `no_single_qubit_exclusion` follow the weight and one-qubit arguments above.

The algebra turns on `linear_combination`. To `ring`, `rt` is just a symbol, so the value of its square must be supplied. In the 00 component, `(ψ (0, 0) - ψ (1, 1)) * rt_sq` says what multiple of `rt * rt = 1 / 2` closes the gap, and `ring` checks the rest.

`overlap_sq_le` exchanges the finite sums and compares them term by term. `pusey_barrett_rudolph` adds the hypothesis `hborn`, agreement with the Born weights, and `pusey_barrett_rudolph_witness` gives a two-state model satisfying every hypothesis.

## One pair of states, finitely many hidden states

For finite hidden-state models with independent preparations, quantum statistics force the distributions of $e_0$ and $+$ to be disjoint. Other pairs of states and continuous hidden variables are not treated. Independence, built into `predicted` as a product, is a physical assumption: the two sources share no hidden correlation. Both also use the same distributions.

The Born-weight theorem assumes exact agreement, though its proof uses only the four zeros. The bound tolerates noise: if the four excluded probabilities sum to $\varepsilon$, the overlap is at most $\sqrt\varepsilon$. All arithmetic is exact, so rounding error in a simulator needs its own tolerance.
